# Two-site Hubbard model with U ≥ 0: as the hopping vanishes, the lowest spin-flip energy tends to 0 and the lowest closed-shell energy to U/2

Two electrons of opposite spin occupy two orthonormal site orbitals, labelled 0 and 1, as in a minimal model of H₂. The amplitude ψᵢⱼ, in Lean `ψ i j`, has the up electron on site i and the down electron on site j. The amplitudes ψ₀₀ and ψ₁₁ belong to the ionic configurations, ψ₀₁ and ψ₁₀ to the neutral ones.

```lean
import Mathlib

open Filter Topology ComplexConjugate

namespace HubbardSpinFlipDissociation

noncomputable section

/-- Amplitudes of two electrons of opposite spin on two sites: `ψ i j` belongs to the
spin-up electron on site `i` and the spin-down electron on site `j`. -/
abbrev State := Fin 2 → Fin 2 → ℂ
```

The hopping t represents tunnelling between the atoms, which fades as the bond stretches. The constant U is the Coulomb cost of two electrons on one atom. Site energies, repulsion between sites and nuclear repulsion are left out. In `hamiltonian`, `1 - i` is the other site.

```lean
/-- The Hubbard Hamiltonian: either electron hops to the other site with amplitude `-t`,
and two electrons on the same site repel with energy `U`. -/
def hamiltonian (t U : ℝ) (ψ : State) : State := fun i j =>
  -(t : ℂ) * (ψ (1 - i) j + ψ i (1 - j)) + if i = j then (U : ℂ) * ψ i j else 0

/-- The total probability of the state is one. -/
def Normalized (ψ : State) : Prop := ∑ i, ∑ j, ‖ψ i j‖ ^ 2 = 1

/-- The expectation value of the Hamiltonian in a normalised state `ψ`. -/
def energy (t U : ℝ) (ψ : State) : ℝ :=
  (∑ i, ∑ j, conj (ψ i j) * hamiltonian t U ψ i j).re
```

A spin flip starts from the both-up determinant, removes the up electron on site q and creates a down electron on site p. With the creation operators of the both-up determinant ordered site 0 before site 1, and those of the flipped determinant ordered up before down, anticommutation gives the sign −1 for q = 0 and +1 for q = 1.

```lean
/-- The spin flip that removes the up electron on site `q` from the both-up determinant and
creates a down electron on site `p`, with its fermionic sign. -/
def spinFlip (q p : Fin 2) : State := fun i j =>
  if i ≠ q ∧ j = p then (if q = 0 then -1 else 1) else 0
```

The spin-flip energy is an infimum over normalised complex superpositions of these flips.

```lean
/-- The spin-flip ground-state energy: the infimum of the energy over normalised
superpositions of the single spin flips. -/
def spinFlipEnergy (t U : ℝ) : ℝ :=
  sInf {E | ∃ ψ ∈ Submodule.span ℂ (Set.range fun x : Fin 2 × Fin 2 => spinFlip x.1 x.2),
    Normalized ψ ∧ energy t U ψ = E}
```

A closed-shell determinant puts both electrons in one orbital φ, with complex amplitudes φ₀ and φ₁. Its lowest energy is the restricted Hartree-Fock energy of the model.

```lean
/-- The closed-shell determinant, with both electrons in the same spatial orbital `φ`. -/
def closedShell (φ : Fin 2 → ℂ) : State := fun i j => φ i * φ j

/-- The energies of all closed-shell determinants with a normalised orbital. -/
def closedShellEnergies (t U : ℝ) : Set ℝ :=
  {E | ∃ φ : Fin 2 → ℂ, ∑ i, ‖φ i‖ ^ 2 = 1 ∧ energy t U (closedShell φ) = E}

/-- The restricted Hartree-Fock energy: the infimum over closed-shell determinants. -/
def closedShellEnergy (t U : ℝ) : ℝ := sInf (closedShellEnergies t U)
```

## What holds for every real t and U

Write A = ψ₀₀ + ψ₁₁ and B = ψ₀₁ + ψ₁₀. Hopping sends each ionic component to −tB and each neutral component to −tA, so

E = Re[−t(conj(A) B + conj(B) A)] + U(|ψ₀₀|² + |ψ₁₁|²)

E = −2t Re(conj(A) B) + U(|ψ₀₀|² + |ψ₁₁|²).

Lean expands the sums into real and imaginary parts and compares them with `ring`.

```lean
/-- The energy is a hopping term between the ionic and the neutral amplitudes, plus `U`
times the weight of the ionic configurations. -/
theorem energy_eq (t U : ℝ) (ψ : State) :
    energy t U ψ = -2 * t * (conj (ψ 0 0 + ψ 1 1) * (ψ 0 1 + ψ 1 0)).re
      + U * (‖ψ 0 0‖ ^ 2 + ‖ψ 1 1‖ ^ 2) := by
  simp [energy, hamiltonian, Fin.sum_univ_two, Complex.sq_norm, Complex.normSq_apply]
  ring
```

The sum of the flips with q = p has ψ₀₁ = 1, ψ₁₀ = −1 and no ionic part. Thus A = B = 0 and H gives zero. Divided by √2, this is the normalised Ms = 0 triplet, so the triplet energy is 0. The proof checks the four components.

```lean
/-- The Hamiltonian sends the sum of the two spin flips with `q = p`, which is the unnormalised
`Ms = 0` triplet, to zero. -/
theorem triplet_energy_zero (t U : ℝ) :
    hamiltonian t U (spinFlip 0 0 + spinFlip 1 1) = 0 := by
  have h : ∀ i j, hamiltonian t U (spinFlip 0 0 + spinFlip 1 1) i j = 0 := by
    simp [Fin.forall_fin_two, hamiltonian, spinFlip]
  exact funext fun i => funext fun j => h i j
```

## Total probability one

`Normalized ψ` makes the expectation value a physical energy. By hand it enters through

Re(conj(A) B) ≤ (|A|² + |B|²)/2 ≤ |ψ₀₀|² + |ψ₁₁|² + |ψ₀₁|² + |ψ₁₀|² = 1.

The first inequality is |A − B|² ≥ 0; the second uses |ψ₀₀ − ψ₁₁|² ≥ 0 and |ψ₀₁ − ψ₁₀|² ≥ 0. These squares, split into real and imaginary parts, are the hints given to `nlinarith` in `hop`. With t ≥ 0 and U ≥ 0, the energy is then at least −2t.

Without normalisation the bound fails: for t = 1 and U = 0, setting all four amplitudes to 1 gives −8, below −2.

```lean
/-- For nonnegative `t` and `U`, no normalised state has an energy below `-2t`. -/
theorem neg_two_mul_le_energy {t U : ℝ} (ht : 0 ≤ t) (hU : 0 ≤ U) {ψ : State}
    (hψ : Normalized ψ) : -2 * t ≤ energy t U ψ := by
  rw [energy_eq]
  -- the ionic-neutral overlap is at most the total probability
  have hop : (conj (ψ 0 0 + ψ 1 1) * (ψ 0 1 + ψ 1 0)).re ≤ 1 := by
    simp only [Normalized, Fin.sum_univ_two, Complex.sq_norm, Complex.normSq_apply] at hψ
    simp only [Complex.mul_re, Complex.conj_re, Complex.conj_im, Complex.add_re,
      Complex.add_im]
    nlinarith [sq_nonneg ((ψ 0 0).re + (ψ 1 1).re - (ψ 0 1).re - (ψ 1 0).re),
      sq_nonneg ((ψ 0 0).im + (ψ 1 1).im - (ψ 0 1).im - (ψ 1 0).im),
      sq_nonneg ((ψ 0 0).re - (ψ 1 1).re), sq_nonneg ((ψ 0 0).im - (ψ 1 1).im),
      sq_nonneg ((ψ 0 1).re - (ψ 1 0).re), sq_nonneg ((ψ 0 1).im - (ψ 1 0).im)]
  have h1 := mul_le_mul_of_nonneg_left hop ht
  have h2 : 0 ≤ U * (‖ψ 0 0‖ ^ 2 + ‖ψ 1 1‖ ^ 2) := by positivity
  linarith
```

## Superpositions of spin flips

Membership in the span means that the state is a superposition of single spin flips of the high-spin reference. Here the four flips are, up to sign, the four basis states, so every state qualifies and the spin-flip energy is the exact ground-state energy of the model. For the upper bound, Lean needs one member of the span with energy 0: `spinFlip 1 1` has ψ₀₁ = 1 and all other amplitudes zero, hence energy 0. The lower bound ignores membership, since −2t bounds every normalised state. Together,

−2t ≤ E(spin flip) ≤ 0.

In Lean, `hmem` supplies the neutral flip, which also shows that the set of energies is nonempty.

If only the two ionic flips were allowed, every normalised state would have energy U, and the upper bound would fail for U > 0.

Spin-flip configuration interaction with single excitations applies the same idea to molecules: it starts from a high-spin reference and seeks low-lying eigenvalues of the Hamiltonian restricted to its single spin flips. In this two-site model the matrix is 4 × 4. For larger systems the single flips generally don't span all states, so the result is approximate.

```lean
/-- For nonnegative `t` and `U`, the spin-flip ground-state energy lies between `-2t`
and zero. -/
theorem spinFlipEnergy_bounds {t U : ℝ} (ht : 0 ≤ t) (hU : 0 ≤ U) :
    -2 * t ≤ spinFlipEnergy t U ∧ spinFlipEnergy t U ≤ 0 := by
  -- one electron on each site: a single spin flip of energy zero
  have hmem : (0 : ℝ) ∈ {E | ∃ ψ ∈ Submodule.span ℂ
      (Set.range fun x : Fin 2 × Fin 2 => spinFlip x.1 x.2),
      Normalized ψ ∧ energy t U ψ = E} := by
    refine ⟨spinFlip 1 1, Submodule.subset_span ⟨(1, 1), rfl⟩, ?_, ?_⟩
    · simp [Normalized, spinFlip, Fin.sum_univ_two]
    · rw [energy_eq]
      simp [spinFlip]
  constructor
  · refine le_csInf ⟨0, hmem⟩ ?_
    rintro E ⟨ψ, -, hn, rfl⟩
    exact neg_two_mul_le_energy ht hU hn
  · refine csInf_le ⟨-2 * t, ?_⟩ hmem
    rintro E ⟨ψ, -, hn, rfl⟩
    exact neg_two_mul_le_energy ht hU hn
```

## One normalised orbital for both electrons

The condition |φ₀|² + |φ₁|² = 1 says that each electron is somewhere on the two sites. For ψᵢⱼ = φᵢφⱼ,

Re(conj(A) B) = 2(|φ₀|² + |φ₁|²) Re(conj(φ₀) φ₁) = 2 Re(conj(φ₀) φ₁),

and therefore

E = −4t Re(conj(φ₀) φ₁) + U(|φ₀|⁴ + |φ₁|⁴).

The `linear_combination` step inserts the norm condition at the second equality. Without it, φ₀ = φ₁ = 1 with t = 1 and U = 0 has energy −8, while the formula gives −4.

```lean
/-- The energy of a closed-shell determinant with a normalised orbital: twice the orbital's
hopping energy, plus `U` times the probability of double occupation. -/
theorem energy_closedShell (t U : ℝ) {φ : Fin 2 → ℂ} (hφ : ∑ i, ‖φ i‖ ^ 2 = 1) :
    energy t U (closedShell φ) = -4 * t * (conj (φ 0) * φ 1).re
      + U * ((‖φ 0‖ ^ 2) ^ 2 + (‖φ 1‖ ^ 2) ^ 2) := by
  rw [energy_eq]
  simp only [Fin.sum_univ_two, Complex.sq_norm, Complex.normSq_apply] at hφ
  simp only [closedShell, Complex.sq_norm, Complex.normSq_apply, Complex.mul_re,
    Complex.mul_im, Complex.conj_re, Complex.conj_im, Complex.add_re, Complex.add_im]
  linear_combination
    (-4 * t * ((φ 0).re * (φ 1).re + (φ 0).im * (φ 1).im)) * hφ
```

## Repulsion, U ≥ 0

The condition U ≥ 0 says that the interaction never rewards sharing a site. By hand, two separate bounds suffice:

Re(conj(φ₀) φ₁) ≤ 1/2, from |φ₀ − φ₁|² ≥ 0,

|φ₀|⁴ + |φ₁|⁴ = [1 + (|φ₀|² − |φ₁|²)²]/2 ≥ 1/2.

Multiplying the second by U keeps its direction because U ≥ 0. The bonding orbital φ₀ = φ₁ = 1/√2 attains both bounds, so the minimum is U/2 − 2t. In Lean the bounds are `hs` and `hp`, and `IsLeast` records that the minimum is attained.

For U = −1, the orbital (1, 0) has energy −1 at every t, below U/2 − 2t once t < 1/4. The same state is, up to sign, an ionic spin flip, so the spin-flip energy would not tend to 0 either.

```lean
/-- For nonnegative `t` and `U`, the lowest energy of any closed-shell determinant is
`U/2 - 2t`. -/
theorem closedShell_isLeast {t U : ℝ} (ht : 0 ≤ t) (hU : 0 ≤ U) :
    IsLeast (closedShellEnergies t U) (U / 2 - 2 * t) := by
  constructor
  · -- the bonding orbital, with equal amplitudes on the two sites
    have hc : √(1 / 2 : ℝ) * √(1 / 2 : ℝ) = 1 / 2 := Real.mul_self_sqrt (by norm_num)
    generalize √(1 / 2 : ℝ) = c at hc
    have hn : ∑ i : Fin 2, ‖(fun _ => (c : ℂ) : Fin 2 → ℂ) i‖ ^ 2 = 1 := by
      simp only [Fin.sum_univ_two, Complex.sq_norm, Complex.normSq_ofReal]
      linarith
    refine ⟨fun _ => (c : ℂ), hn, ?_⟩
    rw [energy_closedShell t U hn]
    simp only [Complex.sq_norm, Complex.normSq_ofReal, Complex.conj_ofReal,
      ← Complex.ofReal_mul, Complex.ofReal_re]
    rw [hc]
    ring
  · rintro E ⟨φ, hn, rfl⟩
    rw [energy_closedShell t U hn]
    rw [Fin.sum_univ_two] at hn
    -- hopping and repulsion are bounded separately
    have hs : (conj (φ 0) * φ 1).re ≤ 1 / 2 := by
      simp only [Complex.sq_norm, Complex.normSq_apply] at hn
      simp only [Complex.mul_re, Complex.conj_re, Complex.conj_im]
      nlinarith [sq_nonneg ((φ 0).re - (φ 1).re), sq_nonneg ((φ 0).im - (φ 1).im)]
    have hp : 1 / 2 ≤ (‖φ 0‖ ^ 2) ^ 2 + (‖φ 1‖ ^ 2) ^ 2 := by
      have h1 : (‖φ 0‖ ^ 2 + ‖φ 1‖ ^ 2) ^ 2 = 1 := by rw [hn]; norm_num
      linarith [sq_nonneg (‖φ 0‖ ^ 2 - ‖φ 1‖ ^ 2),
        add_sq (‖φ 0‖ ^ 2) (‖φ 1‖ ^ 2), sub_sq (‖φ 0‖ ^ 2) (‖φ 1‖ ^ 2)]
    have h1 := mul_le_mul_of_nonneg_left hs ht
    have h2 := mul_le_mul_of_nonneg_left hp hU
    linarith
```

## Sign of the hopping, t ≥ 0

This is a phase convention that makes the in-phase orbital bonding: changing the sign of one site orbital turns t into −t. Both minimisations use it when a bound on the hopping overlap is multiplied by t. Subtracting the spin-flip bounds from U/2 − 2t gives

U/2 − 2t ≤ E(closed shell) − E(spin flip) ≤ U/2.

For t < 0 the left end would exceed the right end, so the statement would be false. For t ≥ 0 the lower bound is positive only when U > 4t, but it is not sharp: the exact difference, √(U² + 16t²)/2 − 2t, is positive for every U > 0. This closed form is not proved here.

```lean
/-- For nonnegative `t` and `U`, the closed-shell energy exceeds the spin-flip ground-state
energy by at least `U/2 - 2t` and at most `U/2`. -/
theorem closedShell_error_bounds {t U : ℝ} (ht : 0 ≤ t) (hU : 0 ≤ U) :
    U / 2 - 2 * t ≤ closedShellEnergy t U - spinFlipEnergy t U ∧
      closedShellEnergy t U - spinFlipEnergy t U ≤ U / 2 := by
  have hE : closedShellEnergy t U = U / 2 - 2 * t := (closedShell_isLeast ht hU).csInf_eq
  obtain ⟨h1, h2⟩ := spinFlipEnergy_bounds ht hU
  constructor <;> linarith
```

## Vanishing hopping at fixed U

The limit t → 0 from above, written `𝓝[>] 0`, models dissociation. The spin-flip energy is squeezed between −2t and 0 and so tends to the triplet energy; the closed-shell energy U/2 − 2t tends to U/2, because half the weight of the bonding determinant stays ionic. Lean uses the squeeze theorem for the first limit and continuity for the second.

Away from the limit the spin-flip energy need not be near zero: for t = 1 and U = 0, four amplitudes of 1/2 give −2.

```lean
/-- For `U ≥ 0`, as the hopping `t` decreases to zero, the spin-flip ground-state energy
tends to zero, while the lowest closed-shell energy tends to `U/2`. -/
theorem dissociation_limits {U : ℝ} (hU : 0 ≤ U) :
    Tendsto (fun t => spinFlipEnergy t U) (𝓝[>] 0) (𝓝 0) ∧
      Tendsto (fun t => closedShellEnergy t U) (𝓝[>] 0) (𝓝 (U / 2)) := by
  have hpos : ∀ᶠ t : ℝ in 𝓝[>] 0, 0 < t := self_mem_nhdsWithin
  constructor
  · -- squeeze between `-2t` and zero
    have hlow : Tendsto (fun t : ℝ => -2 * t) (𝓝[>] 0) (𝓝 0) :=
      ((by fun_prop : Continuous fun t : ℝ => -2 * t).tendsto' 0 0
        (by simp)).mono_left nhdsWithin_le_nhds
    exact tendsto_of_tendsto_of_tendsto_of_le_of_le' hlow tendsto_const_nhds
      (hpos.mono fun t ht => (spinFlipEnergy_bounds ht.le hU).1)
      (hpos.mono fun t ht => (spinFlipEnergy_bounds ht.le hU).2)
  · have hlim : Tendsto (fun t : ℝ => U / 2 - 2 * t) (𝓝[>] 0) (𝓝 (U / 2)) :=
      ((by fun_prop : Continuous fun t : ℝ => U / 2 - 2 * t).tendsto' 0 (U / 2)
        (by simp)).mono_left nhdsWithin_le_nhds
    exact hlim.congr' (hpos.mono fun t ht => (closedShell_isLeast ht.le hU).csInf_eq.symm)

end

end HubbardSpinFlipDissociation
```

```lean
#print axioms HubbardSpinFlipDissociation.triplet_energy_zero
#print axioms HubbardSpinFlipDissociation.energy_closedShell
#print axioms HubbardSpinFlipDissociation.closedShell_error_bounds
#print axioms HubbardSpinFlipDissociation.dissociation_limits
```

```
'HubbardSpinFlipDissociation.triplet_energy_zero' depends on axioms: [propext, Classical.choice, Quot.sound]
'HubbardSpinFlipDissociation.energy_closedShell' depends on axioms: [propext, Classical.choice, Quot.sound]
'HubbardSpinFlipDissociation.closedShell_error_bounds' depends on axioms: [propext, Classical.choice, Quot.sound]
'HubbardSpinFlipDissociation.dissociation_limits' depends on axioms: [propext, Classical.choice, Quot.sound]
```
